# The square of σ·q is q² + σ·B when B is the commutator field of q, and half of σ·B is the g = 2 Zeeman term

The kinetic momenta of an electron are taken here as three elements of an unspecified complex algebra, the magnetic field is fixed by their commutators and not by a function of position, and spin enters through $2\times 2$ matrices over that algebra. If the kinetic energy in atomic units is assumed to be half the square of the momenta contracted with the Pauli matrices, it splits into the spin-free kinetic energy and a spin Zeeman term whose g-factor, in a nonzero field, is exactly 2.

```lean
import Mathlib

open Complex Matrix

namespace PauliZeeman

noncomputable section

variable {A : Type*} [Ring A] [Algebra ℂ A]

/-- The three Pauli matrices with entries in the operator algebra `A`. -/
def sigma : Fin 3 → Matrix (Fin 2) (Fin 2) A :=
  ![!![0, 1; 1, 0], !![0, (-I) • 1; I • 1, 0], !![1, 0; 0, -1]]

/-- A spin-free operator `a` times the unit matrix in spin space. -/
def lift (a : A) : Matrix (Fin 2) (Fin 2) A := diagonal fun _ => a

/-- The spinor operator `σ·q = ∑ σ_k q_k`. -/
def sigmaDot (q : Fin 3 → A) : Matrix (Fin 2) (Fin 2) A := ∑ k, sigma k * lift (q k)

/-- The kinetic momenta `q` have commutators `[q 0, q 1] = -i B 2` and cyclic versions. -/
def HasField (q B : Fin 3 → A) : Prop :=
  q 1 * q 2 - q 2 * q 1 = (-I) • B 0 ∧
  q 2 * q 0 - q 0 * q 2 = (-I) • B 1 ∧
  q 0 * q 1 - q 1 * q 0 = (-I) • B 2

/-- The spin operators `S_k = σ_k / 2`. -/
def spin (k : Fin 3) : Matrix (Fin 2) (Fin 2) A := (1 / 2 : ℂ) • sigma k

/-- The spin Zeeman operator `g μ_B S·B` with the Bohr magneton `μ_B = 1/2`
of atomic units. -/
def zeeman (g : ℂ) (B : Fin 3 → A) : Matrix (Fin 2) (Fin 2) A :=
  (g * (1 / 2)) • ∑ k, spin k * lift (B k)

/-- The curl formed from the array `D j k` of derivatives `∂_j a_k`. -/
def curl (D : Fin 3 → Fin 3 → A) : Fin 3 → A :=
  ![D 1 2 - D 2 1, D 2 0 - D 0 2, D 0 1 - D 1 0]

/-- The explicit matrix of `σ·q`. -/
theorem sigmaDot_eq (q : Fin 3 → A) :
    sigmaDot q = !![q 2, q 0 - I • q 1; q 0 + I • q 1, -q 2] := by
  ext i j
  fin_cases i <;> fin_cases j <;>
    simp [sigmaDot, sigma, lift, Fin.sum_univ_three, sub_eq_add_neg]

/-- The commutation relations solved for the field: `B 2 = i [q 0, q 1]` and cyclic versions. -/
theorem hasField_iff (q B : Fin 3 → A) :
    HasField q B ↔
      B 0 = I • (q 1 * q 2 - q 2 * q 1) ∧
      B 1 = I • (q 2 * q 0 - q 0 * q 2) ∧
      B 2 = I • (q 0 * q 1 - q 1 * q 0) := by
  have key : ∀ x b : A, x = (-I) • b ↔ b = I • x := by
    intro x b
    constructor
    · rintro rfl
      simp [smul_smul]
    · rintro rfl
      simp [smul_smul]
  simp only [HasField, key]

/-- The operator `σ·B` determines the three components of `B`. -/
theorem sigmaDot_injective : Function.Injective (sigmaDot (A := A)) := by
  intro B C h
  rw [sigmaDot_eq B, sigmaDot_eq C] at h
  have h00 : B 2 = C 2 := congrFun (congrFun h 0) 0
  have h01 : B 0 - I • B 1 = C 0 - I • C 1 := congrFun (congrFun h 0) 1
  have h10 : B 0 + I • B 1 = C 0 + I • C 1 := congrFun (congrFun h 1) 0
  -- sum and difference of the off-diagonal entries
  have h0 : B 0 = C 0 := by
    linear_combination (norm := module) (1 / 2 : ℂ) • h01 + (1 / 2 : ℂ) • h10
  have hI : I • B 1 = I • C 1 := by
    linear_combination (norm := module) (1 / 2 : ℂ) • h10 - (1 / 2 : ℂ) • h01
  have h1 : B 1 = C 1 := by
    have h' := congrArg (fun x => (-I) • x) hI
    simpa [smul_smul] using h'
  funext k
  fin_cases k
  · exact h0
  · exact h1
  · exact h00

/-- If `[q 0, q 1] = -i B 2` cyclically, then `(σ·q)² = ∑ q_k² + σ·B`. -/
theorem sigmaDot_sq {q B : Fin 3 → A} (h : HasField q B) :
    sigmaDot q ^ 2 = lift (∑ k, q k ^ 2) + sigmaDot B := by
  obtain ⟨h0, h1, h2⟩ := (hasField_iff q B).1 h
  -- write the field through commutators and compare entries
  rw [sigmaDot_eq q, sigmaDot_eq B, h0, h1, h2]
  ext i j
  fin_cases i <;> fin_cases j <;>
    simp [lift, sq, Matrix.mul_apply, Fin.sum_univ_two, Fin.sum_univ_three, mul_add, add_mul,
      mul_sub, sub_mul, smul_sub, smul_add, smul_smul] <;>
    module

/-- Conversely, if `(σ·q)² = ∑ q_k² + σ·B`, then `[q 0, q 1] = -i B 2` cyclically. -/
theorem hasField_of_sigmaDot_sq {q B : Fin 3 → A}
    (h : sigmaDot q ^ 2 = lift (∑ k, q k ^ 2) + sigmaDot B) : HasField q B := by
  -- compare with the field read off from the commutators
  have hC : HasField q ![I • (q 1 * q 2 - q 2 * q 1), I • (q 2 * q 0 - q 0 * q 2),
      I • (q 0 * q 1 - q 1 * q 0)] := (hasField_iff _ _).2 ⟨rfl, rfl, rfl⟩
  have hB := sigmaDot_injective (add_left_cancel (h.symm.trans (sigmaDot_sq hC)))
  rw [hB]
  exact hC

/-- The spin Zeeman operator equals `(g/4) σ·B`. -/
theorem zeeman_eq (g : ℂ) (B : Fin 3 → A) : zeeman g B = (g / 4) • sigmaDot B := by
  simp only [zeeman, spin, sigmaDot, Matrix.smul_mul, ← Finset.smul_sum, smul_smul]
  congr 1
  ring

/-- If `HasField q B` holds, half of `(σ·q)²` is the kinetic energy `q²/2` plus the spin Zeeman
operator with `g = 2`. -/
theorem half_sigmaDot_sq {q B : Fin 3 → A} (h : HasField q B) :
    (1 / 2 : ℂ) • sigmaDot q ^ 2 = (1 / 2 : ℂ) • lift (∑ k, q k ^ 2) + zeeman 2 B := by
  rw [sigmaDot_sq h, zeeman_eq]
  module

/-- In a nonzero field, `(σ·q)²/2 = q²/2 + g μ_B S·B` holds exactly when `g = 2`. -/
theorem g_eq_two_iff {q B : Fin 3 → A} (h : HasField q B) (hB : B ≠ 0) (g : ℂ) :
    (1 / 2 : ℂ) • sigmaDot q ^ 2 = (1 / 2 : ℂ) • lift (∑ k, q k ^ 2) + zeeman g B ↔ g = 2 := by
  constructor
  · intro hg
    rw [sigmaDot_sq h, zeeman_eq] at hg
    have hz : (1 / 2 - g / 4 : ℂ) • sigmaDot B = 0 := by
      linear_combination (norm := module) hg
    rcases smul_eq_zero.1 hz with hc | hs
    · linear_combination (-4) * hc
    · -- `σ·B = 0` would force `B = 0`
      have h0 : sigmaDot (0 : Fin 3 → A) = 0 := by simp [sigmaDot, lift]
      exact absurd (sigmaDot_injective (hs.trans h0.symm)) hB
  · rintro rfl
    exact half_sigmaDot_sq h

/-- Minimal coupling: for commuting `p`, commuting `a` and `[p_j,a_k] = -i D_jk`, the momenta
`p + a` have the field `curl D`, and `(σ·(p+a))² = ∑ (p_k+a_k)² + σ·curl D`. -/
theorem minimal_coupling {p a : Fin 3 → A} {D : Fin 3 → Fin 3 → A}
    (hp : ∀ j k, p j * p k = p k * p j) (ha : ∀ j k, a j * a k = a k * a j)
    (hD : ∀ j k, p j * a k - a k * p j = (-I) • D j k) :
    HasField (p + a) (curl D) ∧
      sigmaDot (p + a) ^ 2 = lift (∑ k, (p k + a k) ^ 2) + sigmaDot (curl D) := by
  -- only the cross terms survive in the commutator
  have key : ∀ j k, (p j + a j) * (p k + a k) - (p k + a k) * (p j + a j)
      = (-I) • (D j k - D k j) := by
    intro j k
    rw [smul_sub, ← hD j k, ← hD k j]
    simp only [mul_add, add_mul]
    rw [hp j k, ha j k]
    abel
  have h : HasField (p + a) (curl D) := ⟨key 1 2, key 2 0, key 0 1⟩
  exact ⟨h, sigmaDot_sq h⟩

/-- Canonical momenta `(-i d/dx, k_y, k_z)` acting on polynomials in `x`. -/
def landauP (ky kz : ℂ) : Fin 3 → Module.End ℂ (Polynomial ℂ) :=
  ![(-I) • Polynomial.derivative, ky • 1, kz • 1]

/-- The Landau-gauge vector potential `(0, b x, 0)` acting on polynomials in `x`. -/
def landauA (b : ℂ) : Fin 3 → Module.End ℂ (Polynomial ℂ) :=
  ![0, b • LinearMap.mulLeft ℂ Polynomial.X, 0]

/-- The derivatives `∂_j a_k` of the Landau-gauge potential: only `∂_x a_y = b`. -/
def landauD (b : ℂ) : Fin 3 → Fin 3 → Module.End ℂ (Polynomial ℂ) :=
  ![![0, b • 1, 0], ![0, 0, 0], ![0, 0, 0]]

/-- The Landau-gauge operators meet the minimal-coupling relations and the field relations,
with field `(0, 0, b)`, which is nonzero for `b ≠ 0`. -/
theorem landau_witness (ky kz b : ℂ) :
    (∀ j k, landauP ky kz j * landauP ky kz k = landauP ky kz k * landauP ky kz j) ∧
    (∀ j k, landauA b j * landauA b k = landauA b k * landauA b j) ∧
    (∀ j k, landauP ky kz j * landauA b k - landauA b k * landauP ky kz j
      = (-I) • landauD b j k) ∧
    HasField (landauP ky kz + landauA b) (curl (landauD b)) ∧
    curl (landauD b) = ![0, 0, b • 1] ∧ (b ≠ 0 → curl (landauD b) ≠ 0) := by
  have hp : ∀ j k, landauP ky kz j * landauP ky kz k = landauP ky kz k * landauP ky kz j := by
    intro j k
    refine LinearMap.ext fun f => ?_
    fin_cases j <;> fin_cases k <;> simp [landauP] <;> module
  have ha : ∀ j k, landauA b j * landauA b k = landauA b k * landauA b j := by
    intro j k
    fin_cases j <;> fin_cases k <;> simp [landauA]
  have hD : ∀ j k, landauP ky kz j * landauA b k - landauA b k * landauP ky kz j
      = (-I) • landauD b j k := by
    intro j k
    refine LinearMap.ext fun f => ?_
    fin_cases j <;> fin_cases k <;>
      simp [landauP, landauA, landauD, Polynomial.derivative_mul] <;> module
  have hc : curl (landauD b) = ![0, 0, b • 1] := by
    funext k
    fin_cases k <;> simp [curl, landauD]
  refine ⟨hp, ha, hD, (minimal_coupling hp ha hD).1, hc, fun hb h => ?_⟩
  rw [hc] at h
  have h1 := LinearMap.congr_fun (congrFun h 2) 1
  simp [hb] at h1

end

end PauliZeeman
```

```lean
#print axioms PauliZeeman.hasField_of_sigmaDot_sq
-- 'PauliZeeman.hasField_of_sigmaDot_sq' depends on axioms: [propext, Classical.choice, Quot.sound]
#print axioms PauliZeeman.half_sigmaDot_sq
-- 'PauliZeeman.half_sigmaDot_sq' depends on axioms: [propext, Classical.choice, Quot.sound]
#print axioms PauliZeeman.g_eq_two_iff
-- 'PauliZeeman.g_eq_two_iff' depends on axioms: [propext, Classical.choice, Quot.sound]
```

## Operators, spinor matrices and the field relation

The type `A` is an associative algebra over $\mathbb{C}$ with a unit, not assumed commutative. Its elements are spin-free operators, its product is operator composition, and `•` is multiplication by a complex number. A vector operator is a function `Fin 3 → A`, so its components are numbered $0, 1, 2$ for $x, y, z$. The text follows this numbering. An operator on two-component spinors is an element of `Matrix (Fin 2) (Fin 2) A`, with rows and columns $0, 1$ for spin up and spin down along $z$.

The definition `sigma` gives the Pauli matrices $\sigma_0, \sigma_1, \sigma_2$ (that is, $\sigma_x, \sigma_y, \sigma_z$) in the usual representation, with entries that are complex multiples of the unit of $A$. The map `lift` sends an operator $u \in A$ to $u\,\mathbb{1}$, where $\mathbb{1}$ is the unit matrix in spin space. For a vector operator $q$, `sigmaDot q` is $\sigma\cdot q = \sum_k \sigma_k q_k$, and $q^2$ abbreviates $\sum_k q_k^2$. With the commutator $[u,v] = uv - vu$, the proposition `HasField q B` relates $q$ to a second vector operator $B$ by

$$[q_1,q_2] = -iB_0,\qquad [q_2,q_0] = -iB_1,\qquad [q_0,q_1] = -iB_2 .$$

The spin operators `spin k` are $S_k = \sigma_k/2$, and `zeeman g B` is $g\,\mu_B\, S\cdot B$ for a complex number $g$. The constant $\mu_B = 1/2$, visible in the factor `(g * (1 / 2))`, is the Bohr magneton $e\hbar/2m_e$ in atomic units, where the elementary charge $e$, the reduced Planck constant $\hbar$ and the electron mass $m_e$ all equal 1.

The central theorem `sigmaDot_sq` says that `HasField q B` implies

$$(\sigma\cdot q)^2 = q^2\,\mathbb{1} + \sigma\cdot B ,$$

and `hasField_of_sigmaDot_sq` gives the converse, so the identity and the three commutation relations are equivalent. The theorem `half_sigmaDot_sq` rewrites half of the identity as $\tfrac12(\sigma\cdot q)^2 = \tfrac12 q^2\,\mathbb{1} + g\mu_B S\cdot B$ with $g = 2$. The theorem `g_eq_two_iff` adds `hB : B ≠ 0`, meaning that at least one component of $B$ is a nonzero element of $A$, and shows that this equation holds for a given $g$ exactly when $g = 2$. For $B = 0$ the Zeeman operator vanishes for every $g$, which is the reason for that hypothesis.

## An electron in a vector potential

The signs are those of a particle with charge $-e$. Its kinetic momentum is $q = p + a$, with canonical momentum $p_j = -i\partial_j$ and vector potential $a$, and the Zeeman operator carries a plus sign, so that spin antiparallel to the field has the lower energy. The theorem `minimal_coupling` keeps three algebraic properties of this situation as hypotheses. By `hp` the $p_j$ commute with one another, as partial derivatives of smooth functions do. By `ha` the $a_k$ commute with one another, as functions of position do; the potential is a classical external field. By `hD` the mixed commutators are $[p_j,a_k] = -iD_{jk}$, where the array $D$ plays the part of the derivatives $\partial_j a_k$ that the product rule produces. The conclusion is that $p + a$ has the field `curl D`, with components $D_{12}-D_{21}$, $D_{20}-D_{02}$, $D_{01}-D_{10}$, and that the squared identity holds with that field.

The theorem `landau_witness` supplies concrete operators. A wavefunction $f(x)\,e^{i(k_y y + k_z z)}$ with wave numbers $k_y, k_z$ is represented by its factor $f$, taken to be a polynomial, and $A$ is `Module.End ℂ (Polynomial ℂ)`, the linear maps on polynomials. Then `landauP` is $p = (-i\,d/dx,\ k_y,\ k_z)$, `landauA` is the Landau-gauge potential $a = (0,\ bx,\ 0)$ of a uniform field of strength $b$ along $z$, and `landauD` has the single entry $D_{01} = b$. The theorem states that these operators satisfy the three hypotheses of `minimal_coupling` and the field relation, that the field is $(0,0,b)$, and that it is nonzero for $b \neq 0$. The parameters $k_y, k_z, b$ are complex in the code, and the physical case is that of real values. For this field the $g=2$ Zeeman operator $\tfrac12\sigma\cdot B$ is the diagonal matrix with entries $+b/2$ and $-b/2$.

The value $g = 2$ is usually associated with the Dirac equation. What is proved is conditional on the starting point: the operator $\tfrac12(\sigma\cdot q)^2$ is taken as the kinetic energy, and its origin in the elimination of the small component is not derived. The spin-free choice $\tfrac12 q^2\,\mathbb{1}$ has the same zero-field limit and no spin Zeeman term; the orbital coupling to the field is contained in $q^2$ for either choice. Radiative corrections to $g$, a scalar potential, spin–orbit coupling and higher relativistic orders do not appear. The algebra has no adjoint, norm or Hilbert space, so nothing is said about Hermiticity, operator domains or spectra. In particular the polynomials are not square-integrable, and Landau levels are not obtained. For one electron at leading nonrelativistic order, the identity is the step that produces the spin Zeeman term of the two-component Pauli Hamiltonian, with $g = 2$; shifts of the electronic g-tensor of a molecule are usually quoted relative to the free-electron g-factor, which differs from 2 by the radiative corrections left out here.

## Squaring by the Pauli product rule and entry by entry

The Pauli matrices obey $\sigma_j\sigma_k = \delta_{jk}\mathbb{1} + i\sum_l \epsilon_{jkl}\sigma_l$, with the Kronecker symbol $\delta_{jk}$ and the antisymmetric symbol $\epsilon_{jkl}$, $\epsilon_{012}=1$. Their entries are multiples of the unit of $A$, so they commute with every $q_k\mathbb{1}$, while the order of the $q_k$ among themselves must be kept:

$$(\sigma\cdot q)^2 = \sum_{j,k}\sigma_j\sigma_k\, q_j q_k = q^2\,\mathbb{1} + i\sum_l \sigma_l \sum_{j,k}\epsilon_{jkl}\,q_jq_k .$$

For $l = 2$ the inner sum is $q_0q_1 - q_1q_0 = -iB_2$, and cyclically it equals $-iB_l$ for each $l$. Since $i\cdot(-i) = 1$, the second term is $\sigma\cdot B$.

The Lean proof does the same computation in components. Adding the three terms of $\sigma\cdot q$ gives

$$\sigma\cdot q = \begin{pmatrix} q_2 & q_0 - iq_1\\ q_0 + iq_1 & -q_2\end{pmatrix},$$

and multiplying each field relation by $i$ gives $B_0 = i[q_1,q_2]$, $B_1 = i[q_2,q_0]$, $B_2 = i[q_0,q_1]$. The four entries of the square are then

$$\begin{aligned}
(0,0):&\quad q_2^2 + (q_0 - iq_1)(q_0+iq_1) = q^2 + i[q_0,q_1] = q^2 + B_2,\\
(0,1):&\quad q_2(q_0 - iq_1) - (q_0 - iq_1)q_2 = [q_2,q_0] + i[q_1,q_2] = B_0 - iB_1,\\
(1,0):&\quad (q_0+iq_1)q_2 - q_2(q_0+iq_1) = -[q_2,q_0] + i[q_1,q_2] = B_0 + iB_1,\\
(1,1):&\quad (q_0+iq_1)(q_0-iq_1) + q_2^2 = q^2 - i[q_0,q_1] = q^2 - B_2,
\end{aligned}$$

which are the entries of $q^2\,\mathbb{1} + \sigma\cdot B$.

The lemma `sigmaDot_eq` is the explicit matrix, checked in each of the four positions. The lemma `hasField_iff` is the solved form of the commutators; its auxiliary statement `key` says that $x = -ib$ and $b = ix$ are equivalent for any two elements $x, b$ of $A$. In `sigmaDot_sq` both matrices are made explicit, each $B_k$ is replaced by $i$ times its commutator, and the equation is split into four entries. The `simp` call expands the matrix product and distributes, leaving complex combinations of the ordered products $q_jq_k$. The tactic `module` treats each such product as an independent vector and compares coefficients, so $q_0q_1$ and $q_1q_0$ are never identified.

## Reading the field off the spinor operator

Suppose $\sigma\cdot B = \sigma\cdot C$ for two vector operators $B$ and $C$. The $(0,0)$ entries give $B_2 = C_2$. The off-diagonal entries give $B_0 - iB_1 = C_0 - iC_1$ and $B_0 + iB_1 = C_0 + iC_1$. Half their sum is $B_0 = C_0$, half their difference is $iB_1 = iC_1$, and multiplying by $-i$ gives $B_1 = C_1$. This is `sigmaDot_injective`, with `h00`, `h01`, `h10` for the three entries and one `linear_combination` each for the sum and the difference.

For the converse, let $C = (i[q_1,q_2],\ i[q_2,q_0],\ i[q_0,q_1])$. By `hasField_iff`, any $q$ has the field $C$, which is the step `hC`, so $(\sigma\cdot q)^2 = q^2\,\mathbb{1} + \sigma\cdot C$. If also $(\sigma\cdot q)^2 = q^2\,\mathbb{1} + \sigma\cdot B$, cancelling $q^2\,\mathbb{1}$ gives $\sigma\cdot B = \sigma\cdot C$ and hence $B = C$. The step `hC` also shows that `HasField q B` places no restriction on $q$: it determines $B$ from $q$. The identification of this $B$ with a physical magnetic field comes from `minimal_coupling`.

## The factor one half and the value of g

From $S_k = \sigma_k/2$ and $\mu_B = 1/2$,

$$g\,\mu_B\,S\cdot B = g\cdot\tfrac12\cdot\tfrac12\,\sigma\cdot B = \tfrac{g}{4}\,\sigma\cdot B .$$

The lemma `zeeman_eq` pulls the factor $\tfrac12$ of the spin operators out of the sum, combines it with the prefactor $g\cdot\tfrac12$ and leaves this product of numbers to `ring`. Halving the squared identity gives $\tfrac12 q^2\,\mathbb{1} + \tfrac12\sigma\cdot B$, and $\tfrac{g}{4} = \tfrac12$ at $g=2$, which proves `half_sigmaDot_sq`. For uniqueness, assume the equation for some $g$ and subtract, obtaining

$$\left(\tfrac12 - \tfrac g4\right)\sigma\cdot B = 0 ,$$

the statement `hz`. In a complex vector space a scalar multiple vanishes only if the scalar or the vector does, and `smul_eq_zero` makes this case split. If the scalar vanishes, multiplying by $-4$ gives $g - 2 = 0$. If $\sigma\cdot B = 0 = \sigma\cdot 0$, injectivity gives $B = 0$, contradicting `hB`.

## Cross terms of the commutator and the Landau gauge

For $q = p + a$ the commutator expands into four terms,

$$[p_j + a_j,\ p_k + a_k] = [p_j,p_k] + [p_j,a_k] + [a_j,p_k] + [a_j,a_k].$$

The first and last vanish by `hp` and `ha`. The third is $-[p_k,a_j] = iD_{kj}$, so the total is $-i(D_{jk} - D_{kj})$. This is `key` in `minimal_coupling`, where the products are distributed, $p_jp_k$ and $a_ja_k$ are reordered, and `abel` cancels terms. The index pairs $(1,2)$, $(2,0)$, $(0,1)$ are the three field relations, and `sigmaDot_sq` gives the rest.

In the Landau gauge $p_1$ and $p_2$ are multiples of the identity and commute with everything, and only $a_1$ is nonzero. The one nontrivial commutator, applied to a polynomial $f$, is

$$[p_0,a_1]f = -ib\,(xf)' + ib\,x f' = -ib\,f ,$$

so $D_{01} = b$ and the curl is $(0, 0, b)$. The proof runs through the nine index pairs for each hypothesis, and `Polynomial.derivative_mul` supplies $(xf)' = f + xf'$. To show that the field is nonzero, its component 2 is applied to the constant polynomial 1, which returns $b$.

## Differential operators on spinor functions as the alternative setting

A more concrete formulation would take smooth functions from $\mathbb{R}^3$ to $\mathbb{C}^2$, with $p_j = -i\partial_j$ an actual partial derivative and $a_k$ multiplication by a smooth function. The three hypotheses of `minimal_coupling` would then have to be proved, from the symmetry of second derivatives, the commutativity of multiplication and the product rule, and $B$ would be the curl of $a$ as a function of position. The algebraic core would stay as it is, with $A$ the linear maps on smooth scalar functions; that specialisation is not carried out in the code, which has only the polynomial example. The concrete setting would tie $B$ to a field in space by construction, at the price of applying to that one function space. The abstract setting also admits finite matrices for the $q_k$, where $B$ means $i$ times the commutators of those matrices. Such a $B$ has traceless components, so it differs from the matrix of a uniform nonzero field in a finite basis.
